# In an exponentially decaying rate model, a departing atom keeps the fraction exp(−2D₀/(gv)) of an initial occupation difference

An atom leaves a metal at constant speed $v$ with an electron that it can only lose, at the rate $2D_0e^{-gvt}$ with $D_0,g,v>0$; its occupation obeys $n'=-2D_0e^{-gvt}\,n$ and tends to $n(0)\,e^{-2D_0/(gv)}$ instead of zero, because the rate integrated over all $t\ge0$ is only $2D_0/(gv)$. Electrons may also enter the level from the metal. If the rate at which a filled level empties and the rate at which an empty one fills add up to the same $2D_0e^{-gvt}$, the difference between any two initial occupations is multiplied by the same factor.

In Lean 4 with Mathlib:

```lean
import Mathlib

open Filter Topology Set

noncomputable section

namespace NewnsAndersonSurvival

/-- Half-width of the atomic level at time `t`, for an atom leaving the surface at speed `v` with
the half-width decaying at the rate `g` per unit length. -/
def width (D0 g v t : ℝ) : ℝ := D0 * Real.exp (-(g * v * t))

/-- Charge-exchange rate accumulated from time `0` to time `t`, for `g * v ≠ 0`. -/
def exposure (D0 g v t : ℝ) : ℝ := 2 * D0 / (g * v) * (1 - Real.exp (-(g * v * t)))

/-- The occupation `n` obeys the rate equation `n' = -2 width (n - f)` at all times `t ≥ 0`. -/
def IsOccupation (D0 g v : ℝ) (f n : ℝ → ℝ) : Prop :=
  ∀ t, 0 ≤ t → HasDerivWithinAt n (-2 * width D0 g v t * (n t - f t)) (Ici 0) t

variable {D0 g v : ℝ} {f n m : ℝ → ℝ}

/-- The derivative of the exposure is the instantaneous rate, twice the half-width `width`. -/
theorem hasDerivAt_exposure (hg : 0 < g) (hv : 0 < v) (t : ℝ) :
    HasDerivAt (exposure D0 g v) (2 * width D0 g v t) t := by
  have h1 : HasDerivAt (fun s : ℝ => -(g * v * s)) (-(g * v)) t :=
    (((hasDerivAt_id' t).const_mul (g * v)).fun_neg).congr_deriv (by ring)
  have h2 := (h1.exp.const_sub 1).const_mul (2 * D0 / (g * v))
  have hc : 2 * D0 / (g * v) * (g * v) = 2 * D0 := div_mul_cancel₀ _ (mul_pos hg hv).ne'
  refine h2.congr_deriv ?_
  unfold width
  linear_combination Real.exp (-(g * v * t)) * hc

/-- The damping factor `exp (-exposure)` tends to `exp (-2 D0 / (g v))` at late times. -/
theorem tendsto_damping (hg : 0 < g) (hv : 0 < v) :
    Tendsto (fun t => Real.exp (-exposure D0 g v t)) atTop
      (𝓝 (Real.exp (-(2 * D0 / (g * v))))) := by
  have h : Tendsto (fun s : ℝ => Real.exp (-(g * v * s))) atTop (𝓝 0) :=
    Real.tendsto_exp_neg_atTop_nhds_zero.comp (tendsto_id.const_mul_atTop (mul_pos hg hv))
  have h2 : Tendsto (exposure D0 g v) atTop (𝓝 (2 * D0 / (g * v) * (1 - 0))) :=
    (h.const_sub 1).const_mul _
  rw [sub_zero, mul_one] at h2
  exact (Real.continuous_exp.tendsto _).comp h2.neg

/-- If `f ≥ 0`, the occupation weighted by `exp (exposure)` is non-decreasing on `t ≥ 0`. -/
theorem weighted_monotone (hD : 0 < D0) (hg : 0 < g) (hv : 0 < v)
    (hf : ∀ t, 0 ≤ t → 0 ≤ f t) (hn : IsOccupation D0 g v f n) :
    MonotoneOn (fun t => Real.exp (exposure D0 g v t) * n t) (Ici 0) := by
  -- the integrating factor removes the loss term and leaves only the gain from the metal
  have hd : ∀ t ∈ Ici (0 : ℝ), HasDerivWithinAt
      (fun t => Real.exp (exposure D0 g v t) * n t)
      (Real.exp (exposure D0 g v t) * (2 * width D0 g v t * f t)) (Ici 0) t := fun t ht =>
    ((hasDerivAt_exposure hg hv t).exp.hasDerivWithinAt.fun_mul (hn t ht)).congr_deriv (by ring)
  refine monotoneOn_of_hasDerivWithinAt_nonneg (convex_Ici 0)
    (fun t ht => (hd t ht).continuousWithinAt)
    (fun t ht => (hd t (interior_subset ht)).mono interior_subset) (fun t ht => ?_)
  have h0 := hf t (interior_subset ht)
  unfold width
  positivity

/-- An occupation that starts in `[0,1]` stays in `[0,1]` when `f` takes values in `[0,1]`. -/
theorem occupation_mem_Icc (hD : 0 < D0) (hg : 0 < g) (hv : 0 < v)
    (hf : ∀ t, 0 ≤ t → f t ∈ Icc (0 : ℝ) 1) (hn : IsOccupation D0 g v f n)
    (h0 : n 0 ∈ Icc (0 : ℝ) 1) {t : ℝ} (ht : 0 ≤ t) : n t ∈ Icc (0 : ℝ) 1 := by
  -- the hole occupation obeys the same equation with `1 - f`
  have hole : IsOccupation D0 g v (fun s => 1 - f s) (fun s => 1 - n s) := fun s hs =>
    ((hn s hs).const_sub 1).congr_deriv (by beta_reduce; ring)
  have h1 : Real.exp (exposure D0 g v 0) * n 0 ≤ Real.exp (exposure D0 g v t) * n t :=
    weighted_monotone hD hg hv (fun s hs => (hf s hs).1) hn self_mem_Ici ht ht
  have h2 : Real.exp (exposure D0 g v 0) * (1 - n 0)
      ≤ Real.exp (exposure D0 g v t) * (1 - n t) :=
    weighted_monotone hD hg hv (fun s hs => sub_nonneg.2 (hf s hs).2) hole self_mem_Ici ht ht
  have p1 := (mul_nonneg (Real.exp_pos _).le h0.1).trans h1
  have p2 := (mul_nonneg (Real.exp_pos _).le (sub_nonneg.2 h0.2)).trans h2
  exact ⟨(mul_nonneg_iff_of_pos_left (Real.exp_pos _)).1 p1,
    sub_nonneg.1 ((mul_nonneg_iff_of_pos_left (Real.exp_pos _)).1 p2)⟩

/-- If `f` takes values in `[0,1]`, an occupation that starts in `[0,1]` has a late-time limit,
which lies in `[0,1]`. -/
theorem occupation_converges (hD : 0 < D0) (hg : 0 < g) (hv : 0 < v)
    (hf : ∀ t, 0 ≤ t → f t ∈ Icc (0 : ℝ) 1) (hn : IsOccupation D0 g v f n)
    (h0 : n 0 ∈ Icc (0 : ℝ) 1) : ∃ a ∈ Icc (0 : ℝ) 1, Tendsto n atTop (𝓝 a) := by
  have hW := weighted_monotone hD hg hv (fun s hs => (hf s hs).1) hn
  have hmono : Monotone
      (fun s : ℝ => Real.exp (exposure D0 g v (max s 0)) * n (max s 0)) := fun a b hab =>
    hW (mem_Ici.2 (le_max_right _ _)) (mem_Ici.2 (le_max_right _ _)) (max_le_max hab le_rfl)
  -- the weighted occupation is bounded because the total exposure is finite
  have hbdd : BddAbove (range
      (fun s : ℝ => Real.exp (exposure D0 g v (max s 0)) * n (max s 0))) := by
    refine ⟨Real.exp (2 * D0 / (g * v)), ?_⟩
    rintro _ ⟨s, rfl⟩
    have hc : 0 ≤ 2 * D0 / (g * v) := by positivity
    have hA : exposure D0 g v (max s 0) ≤ 2 * D0 / (g * v) :=
      mul_le_of_le_one_right hc (sub_le_self _ (Real.exp_pos _).le)
    exact (mul_le_of_le_one_right (Real.exp_pos _).le
      (occupation_mem_Icc hD hg hv hf hn h0 (le_max_right s 0)).2).trans (Real.exp_le_exp.2 hA)
  have hlim := (tendsto_damping (D0 := D0) hg hv).mul (tendsto_atTop_ciSup hmono hbdd)
  have hlim' := hlim.congr' (f₂ := n) (by
    filter_upwards [eventually_ge_atTop (0 : ℝ)] with t ht
    rw [max_eq_left ht, ← mul_assoc, ← Real.exp_add, neg_add_cancel, Real.exp_zero, one_mul])
  refine ⟨_, isClosed_Icc.mem_of_tendsto hlim' ?_, hlim'⟩
  filter_upwards [eventually_ge_atTop (0 : ℝ)] with t ht
  exact occupation_mem_Icc hD hg hv hf hn h0 ht

/-- At every time `t ≥ 0` the difference of two occupations with the same `f` is the initial
difference times `exp (-exposure)`. -/
theorem difference_eq (hD : 0 < D0) (hg : 0 < g) (hv : 0 < v)
    (hn : IsOccupation D0 g v f n) (hm : IsOccupation D0 g v f m) {t : ℝ} (ht : 0 ≤ t) :
    n t - m t = (n 0 - m 0) * Real.exp (-exposure D0 g v t) := by
  -- both `n - m` and `m - n` solve the equation with `f = 0`
  have d1 : IsOccupation D0 g v (fun _ => 0) (fun s => n s - m s) := fun s hs =>
    ((hn s hs).fun_sub (hm s hs)).congr_deriv (by beta_reduce; ring)
  have d2 : IsOccupation D0 g v (fun _ => 0) (fun s => m s - n s) := fun s hs =>
    ((hm s hs).fun_sub (hn s hs)).congr_deriv (by beta_reduce; ring)
  have h1 : Real.exp (exposure D0 g v 0) * (n 0 - m 0)
      ≤ Real.exp (exposure D0 g v t) * (n t - m t) :=
    weighted_monotone hD hg hv (fun _ _ => le_rfl) d1 self_mem_Ici ht ht
  have h2 : Real.exp (exposure D0 g v 0) * (m 0 - n 0)
      ≤ Real.exp (exposure D0 g v t) * (m t - n t) :=
    weighted_monotone hD hg hv (fun _ _ => le_rfl) d2 self_mem_Ici ht ht
  have hz : Real.exp (exposure D0 g v 0) = 1 := by simp [exposure]
  rw [hz] at h1 h2
  have key : n 0 - m 0 = Real.exp (exposure D0 g v t) * (n t - m t) := by linarith
  have he : Real.exp (exposure D0 g v t) * Real.exp (-exposure D0 g v t) = 1 := by
    rw [← Real.exp_add, add_neg_cancel, Real.exp_zero]
  linear_combination -Real.exp (-exposure D0 g v t) * key - (n t - m t) * he

/-- If `f` takes values in `[0,1]`, two occupations with this same `f` that start in `[0,1]` stay
there and converge, and their limits differ by the initial difference times `exp (-2 D0 / (g v))`.
-/
theorem final_occupation_memory (hD : 0 < D0) (hg : 0 < g) (hv : 0 < v)
    (hf : ∀ t, 0 ≤ t → f t ∈ Icc (0 : ℝ) 1)
    (hn : IsOccupation D0 g v f n) (hm : IsOccupation D0 g v f m)
    (hn0 : n 0 ∈ Icc (0 : ℝ) 1) (hm0 : m 0 ∈ Icc (0 : ℝ) 1) :
    (∀ t, 0 ≤ t → n t ∈ Icc (0 : ℝ) 1 ∧ m t ∈ Icc (0 : ℝ) 1) ∧
    ∃ a ∈ Icc (0 : ℝ) 1, ∃ b ∈ Icc (0 : ℝ) 1,
      Tendsto n atTop (𝓝 a) ∧ Tendsto m atTop (𝓝 b) ∧
      a - b = (n 0 - m 0) * Real.exp (-(2 * D0 / (g * v))) := by
  refine ⟨fun t ht => ⟨occupation_mem_Icc hD hg hv hf hn hn0 ht,
    occupation_mem_Icc hD hg hv hf hm hm0 ht⟩, ?_⟩
  obtain ⟨a, ha, hna⟩ := occupation_converges hD hg hv hf hn hn0
  obtain ⟨b, hb, hmb⟩ := occupation_converges hD hg hv hf hm hm0
  refine ⟨a, ha, b, hb, hna, hmb, tendsto_nhds_unique (hna.sub hmb) ?_⟩
  refine ((tendsto_damping hg hv).const_mul (n 0 - m 0)).congr' ?_
  filter_upwards [eventually_ge_atTop (0 : ℝ)] with t ht
  exact (difference_eq hD hg hv hn hm ht).symm

/-- For `f = 0` the fraction `exp (-2 D0 / (g v))` of the initial occupation survives. -/
theorem survival_probability (hD : 0 < D0) (hg : 0 < g) (hv : 0 < v)
    (hn : IsOccupation D0 g v (fun _ => 0) n) :
    Tendsto n atTop (𝓝 (n 0 * Real.exp (-(2 * D0 / (g * v))))) := by
  have hz : IsOccupation D0 g v (fun _ => 0) (fun _ => 0) := fun t _ =>
    (hasDerivWithinAt_const _ _ _).congr_deriv (by simp)
  refine ((tendsto_damping hg hv).const_mul (n 0)).congr' ?_
  filter_upwards [eventually_ge_atTop (0 : ℝ)] with t ht
  have h := difference_eq hD hg hv hn hz ht
  simp only [sub_zero] at h
  exact h.symm

/-- For `f` continuous on `t ≥ 0`, the rate equation has a solution with any initial value. -/
theorem exists_occupation (hg : 0 < g) (hv : 0 < v) (hf : ContinuousOn f (Ici 0)) (n0 : ℝ) :
    ∃ n : ℝ → ℝ, n 0 = n0 ∧ IsOccupation D0 g v f n := by
  have hA : Continuous (exposure D0 g v) :=
    continuous_iff_continuousAt.2 fun t => (hasDerivAt_exposure hg hv t).continuousAt
  have hw : Continuous (width D0 g v) := by
    show Continuous (fun s : ℝ => D0 * Real.exp (-(g * v * s)))
    fun_prop
  have hf' : Continuous (fun s : ℝ => f (max s 0)) :=
    hf.comp_continuous (by fun_prop) (fun s => mem_Ici.2 (le_max_right _ _))
  -- the weighted gain from the metal, extended continuously to negative times
  obtain ⟨F, hF, hFt⟩ : ∃ F : ℝ → ℝ, Continuous F ∧ ∀ t, 0 ≤ t →
      F t = Real.exp (exposure D0 g v t) * (2 * width D0 g v t * f t) :=
    ⟨fun s => Real.exp (exposure D0 g v s) * (2 * width D0 g v s * f (max s 0)),
      (Real.continuous_exp.comp hA).mul ((continuous_const.mul hw).mul hf'),
      fun t ht => by simp only [max_eq_left ht]⟩
  refine ⟨fun t => Real.exp (-exposure D0 g v t) * (n0 + ∫ s in (0 : ℝ)..t, F s),
    by simp [exposure], fun t ht => ?_⟩
  have hI := (hF.integral_hasStrictDerivAt 0 t).hasDerivAt
  have hE := (hasDerivAt_exposure (D0 := D0) hg hv t).fun_neg.exp
  refine (hE.fun_mul (hI.const_add n0)).hasDerivWithinAt.congr_deriv ?_
  have he : Real.exp (-exposure D0 g v t) * Real.exp (exposure D0 g v t) = 1 := by
    rw [← Real.exp_add, neg_add_cancel, Real.exp_zero]
  rw [hFt t ht]
  linear_combination (2 * width D0 g v t * f t) * he

end NewnsAndersonSurvival
```

```lean
#print axioms NewnsAndersonSurvival.final_occupation_memory
#print axioms NewnsAndersonSurvival.survival_probability
#print axioms NewnsAndersonSurvival.exists_occupation
```

```
'NewnsAndersonSurvival.final_occupation_memory' depends on axioms: [propext, Classical.choice, Quot.sound]
'NewnsAndersonSurvival.survival_probability' depends on axioms: [propext, Classical.choice, Quot.sound]
'NewnsAndersonSurvival.exists_occupation' depends on axioms: [propext, Classical.choice, Quot.sound]
```

## Two initial occupations, one remaining difference

The equation with gain and loss is

$$n'(t)=-2\Delta(t)\,\bigl(n(t)-f(t)\bigr),\qquad \Delta(t)=D_0e^{-gvt},\qquad t\ge 0,$$

where $f(t)$ is the occupation towards which the metal drives the level at time $t$. For $f(t)$ in $[0,1]$, a filled level empties at the rate $2\Delta(1-f)$ and an empty one fills at the rate $2\Delta f$; the two add up to $2\Delta$. The main theorem, `final_occupation_memory`, takes two solutions $n$ and $m$ with the same $f$. If $f(t)$ lies in $[0,1]$ for all $t\ge0$, and $n(0)$ and $m(0)$ do too, then both solutions stay in $[0,1]$ and converge to limits $a$ and $b$ in $[0,1]$, with

$$a-b=\bigl(n(0)-m(0)\bigr)\,e^{-2D_0/(gv)}.$$

For $f=0$, `survival_probability` gives the limit of a single solution, $n(0)e^{-2D_0/(gv)}$. With $n(0)=1$ this is the probability that the electron is still on the atom far from the surface. Finally, `exists_occupation` shows that a solution exists for every initial value when $f$ is continuous on $t\ge0$. The other theorems need no continuity, since they start from a given solution.

## A level that decouples as the atom leaves

`width` is $\Delta(t)$, the half-width at half maximum of the atomic level, in units with $\hbar=1$; the exchange rate is then $2\Delta$. The constant $D_0$ is its value at $t=0$, and $g$ is its decay rate per unit distance. The exponential form stands for the falling overlap between the atomic orbital and the metal states. Since the width is quadratic in the hopping matrix element, that matrix element decays at $g/2$.

`IsOccupation` is the rate equation. Its derivative is taken within `Ici 0`, the half-line $t\ge0$, so it is one-sided at $t=0$ and the ordinary derivative afterwards. Values at negative times play no part. The functions `n` and `f` are real-valued, and the bounds on $n$ at later times are proved, not built into the type.

The Newns-Anderson model supplies the picture of a level broadened by a metal, but no Hamiltonian appears in the file. The rate equation is assumed: exchange with the metal has no memory, and $f$ can be thought of as the Fermi function at the instantaneous level energy. Because $f$ is a prescribed function of time, the level may shift along the trajectory but cannot respond to its own occupation, as it would with electron-electron repulsion. The speed is constant, and there is one level with one spin.

Within this non-interacting, memoryless model, the difference law offers a check on simulations of charge transfer in scattering or desorption: for two runs that differ only in the initial occupation, the difference in occupation must tend to the stated fraction of its initial value.

## The accumulated rate is finite

Define the exposure

$$A(t)=\int_0^t2\Delta(s)\,ds=\frac{2D_0}{gv}\bigl(1-e^{-gvt}\bigr).$$

Then $A(0)=0$, $A'(t)=2\Delta(t)$ and $A(t)\to 2D_0/(gv)$. The file defines `exposure` by the closed form. `hasDerivAt_exposure` differentiates it with the chain rule and cancels the factor $gv$; `tendsto_damping` passes to the limit in $e^{-A(t)}$.

## The weighted occupation only grows

Multiply the occupation by the integrating factor, $W=e^{A}n$. By the product rule,

$$W'=e^{A}\bigl(2\Delta n+n'\bigr)=e^{A}\bigl(2\Delta n-2\Delta n+2\Delta f\bigr)=2\Delta f\,e^{A}.$$

The loss term has gone. If $f\ge0$, then $W'\ge0$ and $W$ never decreases. This is `weighted_monotone`, where `positivity` confirms the sign of the derivative.

Hence $e^{A(t)}n(t)\ge n(0)\ge0$, so $n(t)\ge0$. For the upper bound, consider the hole occupation $h=1-n$:

$$h'=-n'=2\Delta(n-f)=-2\Delta\bigl(h-(1-f)\bigr).$$

It obeys the same equation with $1-f\ge0$ in place of $f$, so $h(t)\ge0$ and $n(t)\le1$. In `occupation_mem_Icc` this equation is the step named `hole`, and `weighted_monotone` is applied once to each occupation.

## Why the occupation settles

Since $n\le1$ and $A\le2D_0/(gv)$, the weighted occupation satisfies $W\le e^{2D_0/(gv)}$. It is non-decreasing and bounded, so it converges to some $W_\infty$. Therefore

$$n(t)=e^{-A(t)}W(t)\longrightarrow e^{-2D_0/(gv)}\,W_\infty,$$

and the limit lies in $[0,1]$ because that interval is closed. No convergence of $f$ is needed: it may oscillate for ever, but the level decouples and stops following it.

`occupation_converges` follows this argument. The Mathlib result on monotone limits, `tendsto_atTop_ciSup`, is applied to a function that is monotone on the whole line, so the proof evaluates $W$ at `max s 0`, which freezes it at its initial value for negative times.

## The difference does not depend on f

For two solutions with the same $f$, let $d=n-m$. Subtracting the equations removes $f$:

$$d'=-2\Delta d,\qquad (e^{A}d)'=e^{A}(2\Delta d-2\Delta d)=0.$$

So $e^{A(t)}d(t)=d(0)$, that is,

$$n(t)-m(t)=\bigl(n(0)-m(0)\bigr)e^{-A(t)}.$$

`difference_eq` states this for every $t\ge0$ and places no bounds on $f$ or on the initial values. Equal initial values therefore give equal solutions for all $t\ge0$. Its proof gets constancy from monotonicity: both $n-m$ and $m-n$ solve the equation with $f=0$, so neither weighted difference can decrease, and `linarith` combines the two inequalities into an equality.

Letting $t\to\infty$ gives the main theorem. The difference $n-m$ tends to $a-b$ and also to $(n(0)-m(0))e^{-2D_0/(gv)}$, and `tendsto_nhds_unique` identifies the two limits. For the survival law, $m=0$ solves the equation when $f=0$, and the difference is then $n$ itself.

## A solution for every starting value

The integrating factor also gives the solution explicitly:

$$n(t)=e^{-A(t)}\Bigl(n_0+\int_0^te^{A(s)}\,2\Delta(s)f(s)\,ds\Bigr).$$

At $t=0$ this equals $n_0$. Differentiating the prefactor gives $-2\Delta n$, and differentiating the integral gives $e^{-A}e^{A}\,2\Delta f=2\Delta f$; the sum is the rate equation. `exists_occupation` uses this formula and the fundamental theorem of calculus, with the integrand extended continuously to negative times.

## Numbers for one trajectory

In atomic units take $D_0=0.01$, $g=1$ and $v=0.02$. Then $2D_0/(gv)=1$, and for $f=0$ a fraction $e^{-1}\approx0.368$ of the initial occupation survives. At twice the speed the exponent is $0.5$ and the fraction rises to $e^{-0.5}\approx0.607$.

Now return to $v=0.02$ and let $f=0.25$ at all times. For constant $f$ the solution is $n(t)=f+(n(0)-f)e^{-A(t)}$. An initially filled level ends at

$$0.25+0.75\times0.368\approx0.526,$$

and an initially empty one at

$$0.25-0.25\times0.368\approx0.158.$$

Neither reaches $0.25$, and their difference is $0.368$, the same factor as for $f=0$.
